# A family of commensurate twists of two triangular lattices, with 3m² + 3m + 1 primitive cells of each layer per supercell

Lay one triangular crystal layer on an identical one and turn them against each other. At a generic angle the two layers share no translation except zero, and Bloch's theorem cannot be applied to the stack. At special angles a common superlattice survives. For one family of such angles, labelled by a natural number $m$, the superlattice, the number of primitive cells of each layer in its cell and its period can all be found exactly.

For rigid, unrelaxed layers at these angles, the cell count gives the size of the smallest periodic cell that a band-structure calculation or an atomistic simulation of the stack can use. Each layer enters only as a Bravais lattice: a basis of atoms, lattice mismatch, relaxation and electronic Hamiltonians are not modelled.

```lean
import Mathlib

open Complex (I)

namespace CommensurateBilayer

noncomputable section
```

## Two layers in the complex plane

Take the lattice constant as the unit of length and identify the plane with $\mathbb C$. The primitive vectors are $1$ and $w=e^{i\pi/3}$, at 60 degrees to each other.

```lean
/-- The second primitive vector of the triangular lattice, at 60 degrees to the first. -/
def w : ℂ := Complex.exp (I * (Real.pi / 3))
```

A lattice point has integer coordinates $(x,y)$ and position $x+yw$. The map `site` from coordinates to positions is additive, which the Lean type `ℤ × ℤ →+ ℂ` records.

```lean
/-- The lattice point with integer coordinates `(x, y)`, as a complex number. -/
def site : ℤ × ℤ →+ ℂ where
  toFun p := (p.1 : ℂ) + (p.2 : ℂ) * w
  map_zero' := by simp
  map_add' p q := by
    simp only [Prod.fst_add, Prod.snd_add]
    push_cast
    ring
```

The layer is the set of all these positions, $\Lambda=\mathbb Z+\mathbb Zw$. As the range of an additive map it is an additive subgroup of $\mathbb C$.

```lean
/-- The triangular Bravais lattice of one layer. -/
def layer : AddSubgroup ℂ := site.range
```

A rotation about the origin is multiplication by a complex number $u$ with $|u|=1$. The coincidence lattice is

$$C(u)=\{z\in\Lambda : uz\in\Lambda\}=\Lambda\cap u^{-1}\Lambda \qquad (|u|=1).$$

It therefore consists of exactly the translations common to $\Lambda$ and a second layer placed at $u^{-1}\Lambda$. In Lean, `⊓` is the intersection, and `comap` selects the $z$ for which $uz$ lies in the layer. The definition accepts any complex `u`; that the twist used here is a rotation is proved below.

```lean
/-- The lattice points that multiplication by `u` sends to lattice points. -/
def coincidence (u : ℂ) : AddSubgroup ℂ :=
  layer ⊓ layer.comap (AddMonoidHom.mulLeft u)
```

The candidate superlattice vector is $b=(m+1)+mw$.

```lean
/-- The superlattice vector `(m+1) + m w`. -/
def superVector (m : ℕ) : ℂ := ((m : ℂ) + 1) + (m : ℂ) * w
```

Exchanging its two coordinates gives $a=m+(m+1)w$, and the twist is $u=a/b$, which carries $b$ to $a$. For $m=0$ this is $u=w$, a 60-degree rotation that maps the layer to itself.

```lean
/-- The complex factor that twists one layer against the other. -/
def twist (m : ℕ) : ℂ := ((m : ℂ) + ((m : ℂ) + 1) * w) / superVector m
```

## Lengths and products of lattice vectors

From $w=\tfrac12+\tfrac{\sqrt3}{2}i$ one finds $w^2=-\tfrac12+\tfrac{\sqrt3}{2}i=w-1$. Lean obtains the components from the cosine and sine of $\pi/3$, then compares real and imaginary parts.

```lean
/-- The Cartesian components of `w`, and its quadratic equation. -/
theorem w_facts : w.re = 1 / 2 ∧ w.im = Real.sqrt 3 / 2 ∧ w ^ 2 = w - 1 := by
  have h : I * (Real.pi / 3) = ((Real.pi / 3 : ℝ) : ℂ) * I := by
    push_cast
    ring
  have hre : w.re = 1 / 2 := by
    rw [w, h, Complex.exp_ofReal_mul_I_re, Real.cos_pi_div_three]
  have him : w.im = Real.sqrt 3 / 2 := by
    rw [w, h, Complex.exp_ofReal_mul_I_im, Real.sin_pi_div_three]
  refine ⟨hre, him, Complex.ext ?_ ?_⟩
  · rw [pow_two, Complex.mul_re, Complex.sub_re, Complex.one_re, hre, him]
    nlinarith [Real.sq_sqrt (show (0 : ℝ) ≤ 3 by norm_num)]
  · rw [pow_two, Complex.mul_im, Complex.sub_im, Complex.one_im, hre, him]
    ring
```

For real $x$ and $y$,

$$|x+yw|^2=\left(x+\tfrac y2\right)^2+\tfrac34y^2=x^2+xy+y^2.$$

The only arithmetic fact needed beyond expansion is $(\sqrt3)^2=3$, supplied to `linear_combination`.

```lean
/-- The squared length of a vector with real coordinates `x`, `y` in the lattice basis. -/
theorem norm_sq_coords (x y : ℝ) :
    ‖(x : ℂ) + (y : ℂ) * w‖ ^ 2 = x ^ 2 + x * y + y ^ 2 := by
  rw [Complex.sq_norm, Complex.normSq_apply, Complex.add_re, Complex.add_im,
    Complex.re_ofReal_mul, Complex.im_ofReal_mul, Complex.ofReal_re, Complex.ofReal_im,
    w_facts.1, w_facts.2.1]
  linear_combination (y ^ 2 / 4) * Real.sq_sqrt (show (0 : ℝ) ≤ 3 by norm_num)
```

The equation $w^2=w-1$ also makes $\Lambda$ closed under multiplication:

$$(x+yw)(p+qw)=(xp-yq)+(xq+yp+yq)w.$$

The proof gives these integer coordinates explicitly.

```lean
/-- The product of two lattice points, as complex numbers, is a lattice point. -/
theorem layer_mul {z v : ℂ} (hz : z ∈ layer) (hv : v ∈ layer) : z * v ∈ layer := by
  obtain ⟨⟨x, y⟩, rfl⟩ := hz
  obtain ⟨⟨p, q⟩, rfl⟩ := hv
  refine AddMonoidHom.mem_range.mpr ⟨(x * p - y * q, x * q + y * p + y * q), ?_⟩
  change ((x * p - y * q : ℤ) : ℂ) + ((x * q + y * p + y * q : ℤ) : ℂ) * w
    = ((x : ℂ) + (y : ℂ) * w) * ((p : ℂ) + (q : ℂ) * w)
  push_cast
  linear_combination (-((y : ℂ) * q)) * w_facts.2.2
```

Applied to $b$, the length formula yields

$$|b|^2=(m+1)^2+m(m+1)+m^2=3m^2+3m+1=:N.$$

Since $N\ge1$, the vector $b$ is nonzero and division by it is legitimate.

```lean
/-- The superlattice vector is nonzero and has squared length `3m² + 3m + 1`. -/
theorem superVector_norm_sq (m : ℕ) :
    superVector m ≠ 0 ∧ ‖superVector m‖ ^ 2 = 3 * (m : ℝ) ^ 2 + 3 * m + 1 := by
  have hN : ‖superVector m‖ ^ 2 = 3 * (m : ℝ) ^ 2 + 3 * m + 1 := by
    have h := norm_sq_coords ((m : ℝ) + 1) m
    push_cast at h
    rw [superVector, h]
    ring
  refine ⟨fun h0 => ?_, hN⟩
  rw [h0, norm_zero] at hN
  have hm : (0 : ℝ) ≤ m := m.cast_nonneg
  nlinarith [sq_nonneg (m : ℝ)]
```

## The twist moves b by a unit of the lattice

The displacement of $b$ under the twist is

$$(u-1)b=a-b=-1+w=w^2.$$

This vector has length one, and its inverse $-w$ again lies in $\Lambda$, because $w^3=w^2-w=-1$. Lean cancels the denominator of $u$ and substitutes the quadratic equation for $w$.

```lean
/-- The twist displaces the superlattice vector by the lattice vector `w²`. -/
theorem twist_displacement (m : ℕ) : (twist m - 1) * superVector m = w ^ 2 := by
  rw [twist, sub_mul, div_mul_cancel₀ _ (superVector_norm_sq m).1, superVector, w_facts.2.2]
  ring
```

Suppose that $z$ and $uz$ both lie in $\Lambda$. Then so does their difference $d=(u-1)z$. Multiplying by $b$ gives $bd=w^2z$, and multiplying by $-w$ gives

$$z=b(-wd),\qquad -wd\in\Lambda.$$

Conversely, if $z=bl$ with $l\in\Lambda$, then $z\in\Lambda$ and $uz=bl+w^2l\in\Lambda$. Hence $C(u)=b\Lambda$. The two branches of the Lean proof are these two directions, with `-(w * (twist m * z - z))` as the explicit quotient $z/b$.

```lean
/-- The coincidence points are exactly the lattice points multiplied by the
superlattice vector. -/
theorem mem_coincidence (m : ℕ) (z : ℂ) :
    z ∈ coincidence (twist m) ↔ ∃ l ∈ layer, z = superVector m * l := by
  change (z ∈ layer ∧ twist m * z ∈ layer) ↔ _
  have h := twist_displacement m
  have hw : w ∈ layer := AddMonoidHom.mem_range.mpr ⟨(0, 1), by simp [site]⟩
  constructor
  · rintro ⟨hz, hu⟩
    -- the displacement `(u - 1) z` is a lattice vector, and `w²` is invertible
    refine ⟨-(w * (twist m * z - z)),
      layer.neg_mem (layer_mul hw (layer.sub_mem hu hz)), ?_⟩
    linear_combination (w * z) * h + z * (w + 1) * w_facts.2.2
  · rintro ⟨l, hl, rfl⟩
    have hb : superVector m ∈ layer :=
      AddMonoidHom.mem_range.mpr ⟨((m : ℤ) + 1, (m : ℤ)), by simp [site, superVector]⟩
    have e : twist m * (superVector m * l) = superVector m * l + w * w * l := by
      linear_combination l * h
    refine ⟨layer_mul hb hl, ?_⟩
    rw [e]
    exact layer.add_mem (layer_mul hb hl) (layer_mul (layer_mul hw hw) hl)
```

## Counting primitive cells by a residue

The number of primitive cells of one layer in a supercell is the index of $b\Lambda$ in $\Lambda$. The other layer is a rotated copy whose primitive cells have the same area, so a supercell contains the same number of them. To count it, assign to each lattice point the residue

$$r(x,y)=x+(3m+2)y \pmod N.$$

This is an additive map to the integers modulo $N$, written `ZMod` in Lean.

```lean
/-- The residue of `x + (3m+2) y` modulo `3m² + 3m + 1`, for a lattice point `(x, y)`. -/
def residue (m : ℕ) : ℤ × ℤ →+ ZMod (3 * m ^ 2 + 3 * m + 1) where
  toFun p := ((p.1 + (3 * (m : ℤ) + 2) * p.2 : ℤ) : ZMod (3 * m ^ 2 + 3 * m + 1))
  map_zero' := by simp
  map_add' p q := by
    simp only [Prod.fst_add, Prod.snd_add]
    push_cast
    ring
```

The points with residue zero are exactly those of $b\Lambda$. If $x+yw=b(p+qw)$, comparison of coordinates gives

$$x=(m+1)p-mq,\qquad y=mp+(2m+1)q,$$

and therefore $x+(3m+2)y=N(p+2q)$. Conversely, if $x+(3m+2)y=Nk$, then

$$p=(2m+1)k-2y,\qquad q=y-mk$$

are integers that solve the two equations. Every residue occurs, already at $y=0$, so $\Lambda$ splits into $N$ classes modulo $b\Lambda$.

In Lean, `hker` is the statement about residue zero. Its first half compares coordinates by noting that a vector of length zero has both coordinates zero. The second half uses the displayed $p$ and $q$, and `hsurj` says that every residue occurs. The closing rewrites identify the index with the number of elements of `ZMod`. The expression `relIndex layer` is the index inside $\Lambda$; Mathlib gives an infinite index the value zero, so the positive value $N$ is a true finite count.

```lean
/-- The coincidence lattice has index `3m² + 3m + 1` in the lattice of one layer. -/
theorem coincidence_index (m : ℕ) :
    (coincidence (twist m)).relIndex layer = 3 * m ^ 2 + 3 * m + 1 := by
  have hker : (coincidence (twist m)).comap site = (residue m).ker := by
    ext ⟨x, y⟩
    rw [AddSubgroup.mem_comap, mem_coincidence, AddMonoidHom.mem_ker]
    change _ ↔ ((x + (3 * (m : ℤ) + 2) * y : ℤ) : ZMod (3 * m ^ 2 + 3 * m + 1)) = 0
    rw [CharP.intCast_eq_zero_iff (ZMod (3 * m ^ 2 + 3 * m + 1)) (3 * m ^ 2 + 3 * m + 1)]
    constructor
    · rintro ⟨_, ⟨⟨p, q⟩, rfl⟩, h⟩
      change (x : ℂ) + (y : ℂ) * w = superVector m * ((p : ℂ) + (q : ℂ) * w) at h
      rw [superVector] at h
      have e : (((x - ((m + 1) * p - m * q) : ℤ) : ℝ) : ℂ)
          + (((y - (m * p + (2 * m + 1) * q) : ℤ) : ℝ) : ℂ) * w = 0 := by
        push_cast
        linear_combination h + ((m : ℂ) * q) * w_facts.2.2
      -- a vector of length zero has both coordinates zero
      have hn := norm_sq_coords ((x - ((m + 1) * p - m * q) : ℤ) : ℝ)
        ((y - (m * p + (2 * m + 1) * q) : ℤ) : ℝ)
      rw [e, norm_zero] at hn
      generalize hs : x - ((m + 1) * p - m * q) = s at hn
      generalize ht : y - (m * p + (2 * m + 1) * q) = t at hn
      have hn' : s ^ 2 + s * t + t ^ 2 = 0 := by
        have h0 : (s : ℝ) ^ 2 + s * t + (t : ℝ) ^ 2 = 0 := by linarith
        exact_mod_cast h0
      have hs0 : s = 0 := by
        have : s ^ 2 = 0 := by nlinarith [sq_nonneg (s + 2 * t), sq_nonneg s]
        exact pow_eq_zero_iff two_ne_zero |>.mp this
      have ht0 : t = 0 := by
        have : t ^ 2 = 0 := by nlinarith [sq_nonneg (2 * s + t), sq_nonneg t]
        exact pow_eq_zero_iff two_ne_zero |>.mp this
      refine ⟨p + 2 * q, ?_⟩
      push_cast
      linear_combination hs + hs0 + (3 * (m : ℤ) + 2) * (ht + ht0)
    · rintro ⟨k, hk⟩
      have hx := congrArg (Int.cast : ℤ → ℂ) hk
      push_cast at hx
      refine ⟨site ((2 * m + 1) * k - 2 * y, y - m * k), ⟨_, rfl⟩, ?_⟩
      change (x : ℂ) + (y : ℂ) * w = superVector m *
        ((((2 * m + 1) * k - 2 * y : ℤ) : ℂ) + ((y - m * k : ℤ) : ℂ) * w)
      rw [superVector]
      push_cast
      linear_combination hx - ((m : ℂ) * (y - m * k)) * w_facts.2.2
  have hsurj : Function.Surjective (residue m) := by
    intro c
    obtain ⟨n, hn⟩ := ZMod.intCast_surjective c
    refine ⟨(n, 0), ?_⟩
    change ((n + (3 * (m : ℤ) + 2) * 0 : ℤ) : ZMod (3 * m ^ 2 + 3 * m + 1)) = c
    rw [mul_zero, add_zero]
    exact hn
  rw [layer, ← AddSubgroup.index_comap, hker, AddSubgroup.index_ker,
    AddMonoidHom.range_eq_top.mpr hsurj, AddSubgroup.card_top, Nat.card_zmod]
```

## The angle and the superlattice together

The vectors $a$ and $b$ have the same squared length $N$, so $|u|=1$. Taking lengths in $(u-1)b=w^2$ gives $|u-1|^2N=1$. Since $|u-1|^2=2-2\operatorname{Re}u$ for a rotation,

$$\operatorname{Re}u=1-\frac1{2N}=\frac{3m^2+3m+\frac12}{3m^2+3m+1}.$$

This is the cosine of the twist angle. For $m=1$ it equals $13/14$, an angle of about 21.8 degrees, with seven primitive cells of each layer per supercell.

The theorem states four things for every natural $m$: the twist has modulus one, its real part is the fraction above, the coincidence lattice is $b\Lambda$, and its index is $N$. The set $b\Lambda$ appears as the image of `layer` under multiplication by `superVector m`. In the proof, `h1` is the displacement identity in squared lengths and `h2` is $|u|^2=1$; their combination gives the cosine.

```lean
/-- The twist is a rotation with the stated cosine; its coincidence lattice is the layer
lattice multiplied by `(m+1) + m w`, with index `3m² + 3m + 1`. -/
theorem commensurate_twist (m : ℕ) :
    ‖twist m‖ = 1 ∧
    (twist m).re = (3 * (m : ℝ) ^ 2 + 3 * m + 1 / 2) / (3 * (m : ℝ) ^ 2 + 3 * m + 1) ∧
    coincidence (twist m) = layer.map (AddMonoidHom.mulLeft (superVector m)) ∧
    (coincidence (twist m)).relIndex layer = 3 * m ^ 2 + 3 * m + 1 := by
  obtain ⟨hb, hN⟩ := superVector_norm_sq m
  have hu : ‖twist m‖ = 1 := by
    rw [twist, norm_div, div_eq_one_iff_eq (norm_ne_zero_iff.mpr hb)]
    apply (sq_eq_sq₀ (norm_nonneg _) (norm_nonneg _)).mp
    have h := norm_sq_coords m ((m : ℝ) + 1)
    push_cast at h
    rw [hN, h]
    ring
  refine ⟨hu, ?_, ?_, coincidence_index m⟩
  · -- compare `|u - 1|² = 2 - 2 Re u` with the displacement identity
    have hw : ‖w‖ ^ 2 = 1 := by simpa using norm_sq_coords 0 1
    have h1 : ‖twist m - 1‖ ^ 2 * ‖superVector m‖ ^ 2 = 1 := by
      rw [← mul_pow, ← norm_mul, twist_displacement, norm_pow, hw, one_pow]
    have h2 : ‖twist m‖ ^ 2 = 1 := by rw [hu, one_pow]
    rw [Complex.sq_norm, Complex.normSq_apply] at h2
    rw [hN, Complex.sq_norm, Complex.normSq_apply, Complex.sub_re, Complex.sub_im,
      Complex.one_re, Complex.one_im] at h1
    have hpos : (3 * (m : ℝ) ^ 2 + 3 * m + 1) ≠ 0 := by positivity
    rw [eq_div_iff hpos]
    linear_combination (-1 / 2) * h1 + ((3 * (m : ℝ) ^ 2 + 3 * m + 1) / 2) * h2
  · ext z
    rw [mem_coincidence, AddSubgroup.mem_map]
    exact ⟨fun ⟨l, hl, h⟩ => ⟨l, hl, h.symm⟩, fun ⟨l, hl, h⟩ => ⟨l, hl, h.symm⟩⟩
```

## The moiré period

A nonzero $l=x+yw$ in $\Lambda$ has $|l|^2=x^2+xy+y^2$, a positive integer, so $|l|\ge1$. Every nonzero coincidence vector $bl$ then has length at least $|b|=\sqrt N$, and $b$ itself attains this value. The displacement identity adds

$$\sqrt N\,|u-1|=1.$$

With $\theta$ the twist angle, $|u-1|=2\sin(\theta/2)$, so in this family the shortest common translation is $1/(2\sin(\theta/2))$ lattice constants, the usual moiré period. At other commensurate angles the shortest common translation can be longer than this formula gives.

`IsLeast` expresses both halves of the minimum: the length $\sqrt N$ occurs, and no nonzero coincidence vector is shorter. The proof casts the squared length to an integer to pass from positive to at least one.

```lean
/-- The shortest nonzero coincidence vector has length `√(3m² + 3m + 1)`, and this length
is the reciprocal of `|u - 1|`. -/
theorem moire_period (m : ℕ) :
    IsLeast {r : ℝ | ∃ z ∈ coincidence (twist m), z ≠ 0 ∧ ‖z‖ = r}
      (Real.sqrt (3 * (m : ℝ) ^ 2 + 3 * m + 1)) ∧
    Real.sqrt (3 * (m : ℝ) ^ 2 + 3 * m + 1) * ‖twist m - 1‖ = 1 := by
  obtain ⟨hb, hN⟩ := superVector_norm_sq m
  rw [← hN, Real.sqrt_sq (norm_nonneg _)]
  refine ⟨⟨⟨superVector m, ?_, hb, rfl⟩, ?_⟩, ?_⟩
  · exact (mem_coincidence m _).mpr
      ⟨1, AddMonoidHom.mem_range.mpr ⟨(1, 0), by simp [site]⟩, (mul_one _).symm⟩
  · rintro r ⟨z, hz, hz0, rfl⟩
    obtain ⟨l, ⟨⟨x, y⟩, rfl⟩, rfl⟩ := (mem_coincidence m z).mp hz
    have hl0 : site (x, y) ≠ 0 := right_ne_zero_of_mul hz0
    have hn : ‖site (x, y)‖ ^ 2 = ((x ^ 2 + x * y + y ^ 2 : ℤ) : ℝ) := by
      have h := norm_sq_coords (x : ℝ) (y : ℝ)
      push_cast at h ⊢
      exact h
    -- a positive integer is at least one
    have hp : 0 < ‖site (x, y)‖ ^ 2 := pow_pos (norm_pos_iff.mpr hl0) 2
    rw [hn] at hp
    have hi : (0 : ℤ) < x ^ 2 + x * y + y ^ 2 := by exact_mod_cast hp
    have h1 : (1 : ℝ) ≤ ‖site (x, y)‖ ^ 2 := by
      rw [hn]
      exact_mod_cast hi
    have h2 : 1 ≤ ‖site (x, y)‖ := by nlinarith [norm_nonneg (site (x, y))]
    rw [norm_mul]
    exact le_mul_of_one_le_right (norm_nonneg _) h2
  · have hw : ‖w‖ ^ 2 = 1 := by simpa using norm_sq_coords 0 1
    rw [mul_comm, ← norm_mul, twist_displacement, norm_pow, hw]

end

end CommensurateBilayer
```

```lean
#print axioms CommensurateBilayer.commensurate_twist
#print axioms CommensurateBilayer.moire_period
```

```
'CommensurateBilayer.commensurate_twist' depends on axioms: [propext, Classical.choice, Quot.sound]
'CommensurateBilayer.moire_period' depends on axioms: [propext, Classical.choice, Quot.sound]
```

## Coefficients that differ by three

The coefficients $m$ and $m+1$ are consecutive, and the proof uses this. For other pairs of coefficients the conclusion can fail. Replace them by 1 and 4:

$$u'=\frac{1+4w}{4+w}.$$

Numerator and denominator both have squared length 21, so $u'$ is still a rotation. The analogous claim would be that the coincidence lattice is $(4+w)\Lambda$, whose nonzero vectors have squared length at least 21. But

$$(1+4w)(3-w)=7+7w=(4+w)(2+w),$$

so $u'(3-w)=2+w$. Thus $3-w$ is a coincidence vector of squared length only 7, and the true superlattice is finer than $(4+w)\Lambda$.

The step that breaks is the displacement identity, which now reads $(u'-1)(4+w)=3w^2$. The factor 3 has no inverse in $\Lambda$, so a coincidence vector need no longer be a lattice multiple of the denominator.
